# Isotropic Dipole Strengths of the J = 5/2 Doublet and Quartet in a Cubic Crystal Field

A cubic crystal field O = O40 + 5 O44 splits the six states of a J = 5/2 ion into a doublet Γ7 with eigenvalue -240 and a quartet Γ8 with eigenvalue 120. Let P7 and P8 be the projectors on these levels. With ħ = 1, the dipole strengths, summed over the three components of J, are

Σ tr(P7 J P7 J) = 25/6, Σ tr(P7 J P8 J) = 40/3, Σ tr(P8 J P8 J) = 65/3.

Each component of J, along any direction, contributes one third of the sum.

In magnetic neutron scattering, within the dipole approximation, these numbers enter the intensities of the lines of a single, non-interacting ion confined to its J = 5/2 multiplet, together with the thermal occupation of the initial states and the other factors listed at the end. With a Hamiltonian B4 O, where the energy B4 measures the strength of the field, the inelastic line lies at 360 |B4|, and the sign of B4 decides which level is the ground state.

## Levels and strengths from the matrix elements

Let |m⟩ be the eigenstates of Jz, with ħ = 1, and let X = J(J+1) = 35/4. The Stevens operators are

O40 = 35 Jz⁴ - (30X - 25) Jz² + 3X² - 6X,
O44 = (J₊⁴ + J₋⁴)/2.

O40 is diagonal, with the values 60, -180 and 120 for |m| = 5/2, 3/2 and 1/2. The raising operator has the matrix elements √5, 2√2, 3, 2√2, √5 on its way up from m = -5/2. Four steps from -3/2 to 5/2 therefore give 2√2 · 3 · 2√2 · √5 = 24√5, and so do the four steps from -5/2 to 3/2. Hence 5 O44 couples each of these pairs with the element 60√5. In the basis |5/2⟩, |-3/2⟩ the field is

( 60, 60√5 ; 60√5, -180 ),

with trace -120 and determinant -28800, so its eigenvalues are -240 and 120. The other pair gives the same two values, and |±1/2⟩ have eigenvalue 120. The level at -240 is thus spanned by

|α⟩ = √(1/6) |5/2⟩ - √(5/6) |-3/2⟩,
|β⟩ = √(1/6) |-5/2⟩ - √(5/6) |3/2⟩,

and the level at 120 has four states. Since O takes only these two values, (O + 240)(O - 120) = 0, and the projectors are

P7 = (120 - O)/360, P8 = (O + 240)/360 = 1 - P7.

For a vector n = (x, y, z), write

A = n·J = u J₊ + v J₋ + z Jz, u = (x - iy)/2, v = (x + iy)/2,

so that z² + 4uv = x² + y² + z² = n·n. Three traces are needed.

Within the doublet, ⟨α|Jz|α⟩ = -5/6, ⟨β|Jz|β⟩ = 5/6 and ⟨α|J₊|β⟩ = -5/3, while ⟨β|J₊|α⟩ = 0. In the basis |α⟩, |β⟩ the operator A is ( -5z/6, -5u/3 ; -5v/3, 5z/6 ), and the trace of its square is

tr(P7 A P7 A) = (25/18) z² + (50/9) uv = (25/18) n·n.

Next, A² changes m by at most 2, so it does not connect the two components of |α⟩, or those of |β⟩. Its diagonal element is m² z² + 2uv (X - m²). The doublet average of m² is (1/6)(25/4) + (5/6)(9/4) = 35/12, which gives

tr(P7 A²) = (35/6) z² + 2uv (35/2 - 35/6) = (35/6) n·n.

Over all six states Σ m² = 35/2, so

tr(A²) = (35/2) z² + 2uv (105/2 - 35/2) = (35/2) n·n.

Inserting P8 = 1 - P7 and using the cyclicity of the trace,

tr(P7 A P8 A) = (35/6 - 25/18) n·n = (40/9) n·n,
tr(P8 A P8 A) = (35/2 - 2 · 35/6 + 25/18) n·n = (65/9) n·n.

Adding the unit vectors along x, y and z multiplies each coefficient by 3.

## Angular momentum as explicit 6 by 6 matrices

The index of `Fin 6` runs from 0 to 5 and stands for m = 5/2 down to -5/2. The constants `s5` and `s2` are √5 and √2 as complex numbers.

In Lean 4 with Mathlib:

```lean
import Mathlib

open Matrix

namespace CubicFieldDipoleStrengths

set_option maxHeartbeats 400000

noncomputable section

/-- The square root of 5 as a complex number. -/
def s5 : ℂ := ((Real.sqrt 5 : ℝ) : ℂ)

/-- The square root of 2 as a complex number. -/
def s2 : ℂ := ((Real.sqrt 2 : ℝ) : ℂ)
```

Despite its name, `ladder u v z` also contains Jz: it is u J₊ + v J₋ + z Jz. The component n·J is `dipole x y z`.

```lean
/-- The combination `u J₊ + v J₋ + z Jz` of the spin-5/2 matrices, in the basis
`m = 5/2, 3/2, 1/2, -1/2, -3/2, -5/2`. -/
def ladder (u v z : ℂ) : Matrix (Fin 6) (Fin 6) ℂ :=
  !![5/2*z, s5*u, 0, 0, 0, 0;
     s5*v, 3/2*z, 2*s2*u, 0, 0, 0;
     0, 2*s2*v, 1/2*z, 3*u, 0, 0;
     0, 0, 3*v, -(1/2)*z, 2*s2*u, 0;
     0, 0, 0, 2*s2*v, -(3/2)*z, s5*u;
     0, 0, 0, 0, s5*v, -(5/2)*z]

/-- The component `x Jx + y Jy + z Jz` of the angular momentum. -/
def dipole (x y z : ℂ) : Matrix (Fin 6) (Fin 6) ℂ :=
  ladder ((x - Complex.I * y) / 2) ((x + Complex.I * y) / 2) z
```

## The field, its projectors and the summed strength

The field is assembled from matrix powers by the Stevens formulas, with z along a fourfold axis of the cube. `P7` and `P8` are defined as polynomials in it; that they are projectors is proved later.

```lean
/-- The cubic crystal field `O40 + 5 O44`, with the Stevens operators
`O40 = 35 Jz⁴ - (30 X - 25) Jz² + 3 X² - 6 X`, `X = 35/4`, and `O44 = (J₊⁴ + J₋⁴)/2`. -/
def cubicField : Matrix (Fin 6) (Fin 6) ℂ :=
  (35 : ℂ) • ladder 0 0 1 ^ 4 - (30 * (35/4) - 25 : ℂ) • ladder 0 0 1 ^ 2
    + (3 * (35/4)^2 - 6 * (35/4) : ℂ) • (1 : Matrix (Fin 6) (Fin 6) ℂ)
    + (5 : ℂ) • ((1/2 : ℂ) • (ladder 1 0 0 ^ 4 + ladder 0 1 0 ^ 4))

/-- The polynomial `(120 - O)/360` in the cubic field `O`. -/
def P7 : Matrix (Fin 6) (Fin 6) ℂ :=
  (1/360 : ℂ) • ((120 : ℂ) • (1 : Matrix (Fin 6) (Fin 6) ℂ) - cubicField)

/-- The polynomial `(O + 240)/360` in the cubic field `O`. -/
def P8 : Matrix (Fin 6) (Fin 6) ℂ :=
  (1/360 : ℂ) • (cubicField + (240 : ℂ) • (1 : Matrix (Fin 6) (Fin 6) ℂ))
```

`totalStrength P Q` is the sum over the three Cartesian components. For Hermitian projectors and a real direction, each term is the sum of |⟨i|n·J|j⟩|² over the states i of one level and j of the other.

```lean
/-- The dipole strength between two levels with projectors `P` and `Q`:
the sum of `tr (P J Q J)` over the components `Jx`, `Jy`, `Jz`. -/
def totalStrength (P Q : Matrix (Fin 6) (Fin 6) ℂ) : ℂ :=
  trace (P * dipole 1 0 0 * Q * dipole 1 0 0)
    + trace (P * dipole 0 1 0 * Q * dipole 0 1 0)
    + trace (P * dipole 0 0 1 * Q * dipole 0 0 1)
```

## The commutation relations

The squares of the two roots are recorded first. Then `ladder` is split into its three generators, and the relations [J₊, J₋] = 2Jz and [Jz, J±] = ±J± are checked entry by entry: `fin_cases` runs through the 36 positions, `simp` evaluates the products and `grind` finishes the arithmetic.

```lean
private lemma s5_sq : s5 ^ 2 = 5 := by
  rw [s5, ← Complex.ofReal_pow, Real.sq_sqrt (by norm_num)]
  norm_num

private lemma s2_sq : s2 ^ 2 = 2 := by
  rw [s2, ← Complex.ofReal_pow, Real.sq_sqrt (by norm_num)]
  norm_num

private lemma ladder_lin (u v w : ℂ) :
    ladder u v w = u • ladder 1 0 0 + v • ladder 0 1 0 + w • ladder 0 0 1 := by
  ext i j
  fin_cases i <;> fin_cases j <;> simp [ladder] <;> ring

private lemma raise_lower : ladder 1 0 0 * ladder 0 1 0
    = ladder 0 1 0 * ladder 1 0 0 + (2 : ℂ) • ladder 0 0 1 := by
  have h5 := s5_sq
  have h2 := s2_sq
  ext i j
  fin_cases i <;> fin_cases j <;>
    simp [ladder, Matrix.mul_apply, Fin.sum_univ_six] <;> grind

private lemma z_raise : ladder 0 0 1 * ladder 1 0 0
    = ladder 1 0 0 * ladder 0 0 1 + ladder 1 0 0 := by
  ext i j
  fin_cases i <;> fin_cases j <;>
    simp [ladder, Matrix.mul_apply, Fin.sum_univ_six] <;> grind

private lemma z_lower : ladder 0 0 1 * ladder 0 1 0
    = ladder 0 1 0 * ladder 0 0 1 - ladder 0 1 0 := by
  ext i j
  fin_cases i <;> fin_cases j <;>
    simp [ladder, Matrix.mul_apply, Fin.sum_univ_six] <;> grind
```

The theorem states [a·J, b·J] = i (a × b)·J for all complex vectors a and b, which confirms that the matrices written down are angular momentum components. Its proof expands the commutator bilinearly, with the generators replaced by symbols, and translates the result back to Cartesian components using i² = -1.

```lean
/-- The matrices obey the angular momentum algebra: `[a·J, b·J] = i (a × b)·J`. -/
theorem dipole_commutator (x y z x' y' z' : ℂ) :
    dipole x y z * dipole x' y' z' - dipole x' y' z' * dipole x y z
      = Complex.I • dipole (y*z' - z*y') (z*x' - x*z') (x*y' - y*x') := by
  -- the commutator in ladder components, by bilinearity
  have hc : ∀ u v w u' v' w' : ℂ,
      ladder u v w * ladder u' v' w' - ladder u' v' w' * ladder u v w
        = ladder (w*u' - u*w') (v*w' - w*v') (2*(u*v' - v*u')) := by
    intro u v w u' v' w'
    have c1 := raise_lower
    have c2 := z_raise
    have c3 := z_lower
    rw [ladder_lin u v w, ladder_lin u' v' w',
      ladder_lin (w*u' - u*w') (v*w' - w*v') (2*(u*v' - v*u'))]
    generalize ladder 1 0 0 = P at c1 c2 c3 ⊢
    generalize ladder 0 1 0 = M at c1 c2 c3 ⊢
    generalize ladder 0 0 1 = Z at c1 c2 c3 ⊢
    simp only [add_mul, mul_add, smul_mul_assoc, mul_smul_comm, c1, c2, c3]
    module
  have hs : ∀ c u v w : ℂ, c • ladder u v w = ladder (c*u) (c*v) (c*w) := by
    intro c u v w
    rw [ladder_lin u v w, ladder_lin (c*u) (c*v) (c*w)]
    module
  unfold dipole
  rw [hc, hs]
  congr 1
  · linear_combination ((z*x' - x*z')/2) * Complex.I_sq
  · linear_combination (-(z*x' - x*z')/2) * Complex.I_sq
  · ring
```

## The doublet projector written out

`P7_eq` gives the matrix |α⟩⟨α| + |β⟩⟨β|, with entries 1/6, 5/6 and -√5/6. The proof follows the four steps up the ladder by squaring J₊ twice, which produces the elements 24√5. The power of J₋ is the transpose of this matrix, and the powers of Jz are diagonal.

```lean
/-- The matrix `(120 - O)/360` written out: it couples `m = 5/2` with `-3/2`
and `m = -5/2` with `3/2`. -/
theorem P7_eq : P7 =
    !![1/6, 0, 0, 0, -s5/6, 0;
       0, 5/6, 0, 0, 0, -s5/6;
       0, 0, 0, 0, 0, 0;
       0, 0, 0, 0, 0, 0;
       -s5/6, 0, 0, 0, 5/6, 0;
       0, -s5/6, 0, 0, 0, 1/6] := by
  have h2 := s2_sq
  have hz : ladder 0 0 1 = diagonal ![5/2, 3/2, 1/2, -(1/2), -(3/2), -(5/2)] := by
    ext i j
    fin_cases i <;> fin_cases j <;> simp [ladder]
  -- fourth power of the raising operator, by squaring twice
  have hp2 : ladder 1 0 0 * ladder 1 0 0 =
      !![0, 0, 2*s5*s2, 0, 0, 0; 0, 0, 0, 6*s2, 0, 0; 0, 0, 0, 0, 6*s2, 0;
         0, 0, 0, 0, 0, 2*s5*s2; 0, 0, 0, 0, 0, 0; 0, 0, 0, 0, 0, 0] := by
    ext i j
    fin_cases i <;> fin_cases j <;>
      simp [ladder, Matrix.mul_apply, Fin.sum_univ_six] <;> ring
  have e : ∀ M : Matrix (Fin 6) (Fin 6) ℂ, M ^ 4 = M * M * (M * M) :=
    fun M => by noncomm_ring
  have hp4 : ladder 1 0 0 ^ 4 =
      !![0, 0, 0, 0, 24*s5, 0; 0, 0, 0, 0, 0, 24*s5; 0, 0, 0, 0, 0, 0;
         0, 0, 0, 0, 0, 0; 0, 0, 0, 0, 0, 0; 0, 0, 0, 0, 0, 0] := by
    rw [e, hp2]
    ext i j
    fin_cases i <;> fin_cases j <;>
      simp [Matrix.mul_apply, Fin.sum_univ_six] <;> grind
  -- the lowering operator is the transpose
  have ht : ladder 0 1 0 = (ladder 1 0 0)ᵀ := by
    ext i j
    fin_cases i <;> fin_cases j <;> simp [ladder]
  rw [P7, cubicField, ht, ← Matrix.transpose_pow, hp4, hz, Matrix.diagonal_pow,
    Matrix.diagonal_pow]
  ext i j
  fin_cases i <;> fin_cases j <;> simp <;> ring
```

Two rearrangements of the definitions follow: P8 = 1 - P7 and O = 120 - 360 P7.

```lean
private lemma P8_eq : P8 = 1 - P7 := by
  rw [P8, P7]
  module

private lemma field_eq : cubicField = (120 : ℂ) • 1 - (360 : ℂ) • P7 := by
  rw [P7]
  module
```

## Two levels, of dimension 2 and 4

`projectors` states that P7 and P8 are idempotent, Hermitian, mutually orthogonal and complementary, with traces 2 and 4. Only P7 is checked on its entries; the properties of P8 follow from P8 = 1 - P7.

```lean
/-- `P7` and `P8` are complementary orthogonal projectors, of ranks (traces) 2 and 4. -/
theorem projectors :
    P7 * P7 = P7 ∧ P8 * P8 = P8 ∧ P7 * P8 = 0 ∧ P7 + P8 = 1 ∧
      P7.IsHermitian ∧ P8.IsHermitian ∧ trace P7 = 2 ∧ trace P8 = 4 := by
  have h5 := s5_sq
  have hi : P7 * P7 = P7 := by
    rw [P7_eq]
    ext i j
    fin_cases i <;> fin_cases j <;>
      simp [Matrix.mul_apply, Fin.sum_univ_six] <;> grind
  have hc : (starRingEnd ℂ) s5 = s5 := Complex.conj_ofReal _
  have hh : P7.IsHermitian := by
    rw [P7_eq]
    refine Matrix.IsHermitian.ext fun i j => ?_
    fin_cases i <;> fin_cases j <;> simp [hc]
  have ht : trace P7 = 2 := by
    rw [P7_eq]
    simp [Matrix.trace, Fin.sum_univ_six]
    norm_num
  rw [P8_eq]
  refine ⟨hi, ?_, ?_, by abel, hh, Matrix.isHermitian_one.sub hh, ht, ?_⟩
  · rw [sub_mul, one_mul, mul_sub, mul_one, hi, sub_self, sub_zero]
  · rw [mul_sub, mul_one, hi, sub_self]
  · rw [Matrix.trace_sub, Matrix.trace_one, ht, Fintype.card_fin]
    norm_num
```

With O expressed through P7, the product (O + 240)(O - 120) becomes a multiple of (1 - P7) P7, which vanishes. The two eigenvalue equations come out in the same way. The theorems identify the levels by eigenvalue and dimension; the labels Γ7 and Γ8 are the usual group-theoretical names for them.

```lean
/-- The cubic field satisfies `(O + 240)(O - 120) = 0`; it equals `-240` on the range
of `P7` and `120` on the range of `P8`. -/
theorem cubicField_spectral :
    (cubicField + (240 : ℂ) • 1) * (cubicField - (120 : ℂ) • 1) = 0 ∧
      cubicField * P7 = (-240 : ℂ) • P7 ∧ cubicField * P8 = (120 : ℂ) • P8 := by
  obtain ⟨hi, -, ho, -⟩ := projectors
  have h1 : cubicField + (240 : ℂ) • 1 = (360 : ℂ) • (1 - P7) := by
    rw [field_eq]
    module
  have h2 : cubicField - (120 : ℂ) • 1 = (-360 : ℂ) • P7 := by
    rw [field_eq]
    module
  refine ⟨?_, ?_, ?_⟩
  · rw [h1, h2, Matrix.smul_mul, Matrix.mul_smul, sub_mul, one_mul, hi, sub_self,
      smul_zero, smul_zero]
  · rw [field_eq, sub_mul, Matrix.smul_mul, Matrix.smul_mul, one_mul, hi]
    module
  · rw [field_eq, sub_mul, Matrix.smul_mul, Matrix.smul_mul, one_mul, ho, smul_zero,
      sub_zero]
```

## Strength along an arbitrary direction

The product P7 (u J₊ + v J₋ + z Jz) is tabulated once, for use in the traces.

```lean
private lemma P7_mul (u v z : ℂ) : P7 * ladder u v z =
    !![5*z/12, s5*u/6, 0, -s5*s2*v/3, s5*z/4, -5*u/6;
       5*s5*v/6, 5*z/4, 5*s2*u/3, 0, -5*v/6, 5*s5*z/12;
       0, 0, 0, 0, 0, 0;
       0, 0, 0, 0, 0, 0;
       -5*s5*z/12, -5*u/6, 0, 5*s2*v/3, -5*z/4, 5*s5*u/6;
       -5*v/6, -s5*z/4, -s5*s2*u/3, 0, s5*v/6, -5*z/12] := by
  have h5 := s5_sq
  rw [P7_eq]
  ext i j
  fin_cases i <;> fin_cases j <;>
    simp [ladder, Matrix.mul_apply, Fin.sum_univ_six] <;> grind
```

`directional_strength` holds for complex x, y, z, with x² + y² + z² taken without complex conjugation; a physical direction is the real case. The steps `t1`, `t2` and `t3` are the three traces 25/18, 35/6 and 35/2 found above, and `hq` is the identity z² + 4uv = n·n. The matrix n·J is then replaced by a symbol `A`, and `e1` and `e2` expand 1 - P7, keeping the order of the factors. `Matrix.trace_mul_comm` supplies the cyclicity.

```lean
/-- The dipole strengths within and between the two levels are isotropic: for the operator `n·J`
with `n = (x, y, z)` they are `25/18`, `40/9` and `65/9` times `x² + y² + z²`. -/
theorem directional_strength (x y z : ℂ) :
    trace (P7 * dipole x y z * P7 * dipole x y z) = 25/18 * (x^2 + y^2 + z^2) ∧
    trace (P7 * dipole x y z * P8 * dipole x y z) = 40/9 * (x^2 + y^2 + z^2) ∧
    trace (P8 * dipole x y z * P8 * dipole x y z) = 65/9 * (x^2 + y^2 + z^2) := by
  have h5 := s5_sq
  have h2 := s2_sq
  -- the invariant length in ladder components
  have hq : z^2 + 4 * ((x - Complex.I * y) / 2) * ((x + Complex.I * y) / 2)
      = x^2 + y^2 + z^2 := by
    linear_combination (-y^2) * Complex.I_sq
  have t1 : trace (P7 * dipole x y z * (P7 * dipole x y z))
      = 25/18 * (x^2 + y^2 + z^2) := by
    rw [← hq, dipole]
    generalize (x - Complex.I * y) / 2 = u
    generalize (x + Complex.I * y) / 2 = v
    rw [P7_mul]
    simp [Matrix.trace, Fin.sum_univ_six]
    grind
  have t2 : trace (P7 * dipole x y z * dipole x y z) = 35/6 * (x^2 + y^2 + z^2) := by
    rw [← hq, dipole]
    generalize (x - Complex.I * y) / 2 = u
    generalize (x + Complex.I * y) / 2 = v
    rw [P7_mul]
    simp [ladder, Matrix.trace, Fin.sum_univ_six]
    grind
  have t3 : trace (dipole x y z * dipole x y z) = 35/2 * (x^2 + y^2 + z^2) := by
    rw [← hq, dipole]
    generalize (x - Complex.I * y) / 2 = u
    generalize (x + Complex.I * y) / 2 = v
    simp [ladder, Matrix.trace, Fin.sum_univ_six]
    grind
  rw [P8_eq]
  generalize dipole x y z = A at t1 t2 t3 ⊢
  -- the remaining strengths follow from completeness and cyclicity of the trace
  have e1 : P7 * A * (1 - P7) * A = P7 * A * A - P7 * A * (P7 * A) := by noncomm_ring
  have e2 : (1 - P7) * A * (1 - P7) * A
      = A * A - A * (P7 * A) - P7 * A * A + P7 * A * (P7 * A) := by noncomm_ring
  refine ⟨?_, ?_, ?_⟩
  · rw [mul_assoc (P7 * A), t1]
  · rw [e1, Matrix.trace_sub, t1, t2]
    ring
  · rw [e2, Matrix.trace_add, Matrix.trace_sub, Matrix.trace_sub,
      Matrix.trace_mul_comm A (P7 * A), t1, t2, t3]
    ring
```

## The sums over x, y and z

The last theorem applies the directional result to the three unit vectors and adds.

Going from these traces to a measured intensity requires the dipole approximation for the neutron–ion interaction, which is a physical assumption here. In that approximation unpolarised neutrons see the two components of J perpendicular to the momentum transfer, hence two thirds of each sum. The thermal occupation of each initial state, the squares of the magnetic form factor and of the Landé factor, and the kinematic factors then multiply this weight.

```lean
/-- Summed over `x`, `y`, `z`, the dipole strengths of the cubic-field levels of
`J = 5/2` are `25/6` within the doublet, `40/3` between doublet and quartet, and
`65/3` within the quartet. -/
theorem total_strengths :
    totalStrength P7 P7 = 25/6 ∧ totalStrength P7 P8 = 40/3 ∧
      totalStrength P8 P8 = 65/3 := by
  obtain ⟨a1, b1, c1⟩ := directional_strength 1 0 0
  obtain ⟨a2, b2, c2⟩ := directional_strength 0 1 0
  obtain ⟨a3, b3, c3⟩ := directional_strength 0 0 1
  unfold totalStrength
  rw [a1, a2, a3, b1, b2, b3, c1, c2, c3]
  norm_num

end

end CubicFieldDipoleStrengths
```

```lean
#print axioms CubicFieldDipoleStrengths.dipole_commutator
#print axioms CubicFieldDipoleStrengths.cubicField_spectral
#print axioms CubicFieldDipoleStrengths.total_strengths
```

```
'CubicFieldDipoleStrengths.dipole_commutator' depends on axioms: [propext, Classical.choice, Quot.sound]
'CubicFieldDipoleStrengths.cubicField_spectral' depends on axioms: [propext, Classical.choice, Quot.sound]
'CubicFieldDipoleStrengths.total_strengths' depends on axioms: [propext, Classical.choice, Quot.sound]
```
